# Sturm separation for $y''=fy$: two solutions with nonzero Wronskian have alternating zeros

Where do the nodes of two real wave functions lie relative to each other, if both belong to the same energy in the same one-dimensional potential? To pose the question, a solution is taken here to be a real function on the whole line that satisfies $y''=fy$ at every point, with no continuity asked of $f$ and no normalisability asked of the solution. The two solutions are assumed to have a Wronskian that is nonzero at some point. In a potential bounded below, two bound states at the same energy have Wronskian zero, so at most one of the two solutions compared here can be a bound state.

## Nodes at a fixed energy

For a particle of mass $m$ and energy $E$ in a potential $V$, the stationary Schrödinger equation reads

$$\psi''(x)=f(x)\,\psi(x),\qquad f(x)=\frac{2m}{\hbar^2}\,\bigl(V(x)-E\bigr).$$

Let $u$ and $v$ be two real solutions with the same $f$, and let $W=uv'-u'v$ be their Wronskian. If $W\neq0$ at some point, and $u$ vanishes at $a<b$ but nowhere between, then $v$ has exactly one zero in $(a,b)$.

This bears on node counting in shooting methods for a single particle in one dimension: at one energy, two trial solutions with nonzero Wronskian have node counts in any bounded window that differ by at most one. A shooting code produces grid values from a difference equation, however, and the step from exact solutions to those values needs an argument of its own.

## From the Wronskian to the zeros

**The Wronskian is constant.** Differentiating,

$$W'=u'v'+uv''-u''v-u'v'=u\,fv-fu\,v=0 .$$

**The ratio has a derivative of fixed sign.** Where $v\neq0$,

$$\left(\frac uv\right)'=\frac{u'v-uv'}{v^2}=-\frac{W}{v^2}.$$

**There is a zero.** Suppose that $v$ has no zero in $(a,b)$. Since $u(a)=0$, we have $W=-u'(a)v(a)\neq0$, so $v(a)\neq0$, and likewise $v(b)\neq0$. Then $u/v$ is continuous on $[a,b]$ and vanishes at both ends. Rolle's theorem gives a point $c$ in $(a,b)$ with $-W/v(c)^2=0$, which contradicts $W\neq0$.

**There is only one.** If $v$ had two zeros $c<d$ in $(a,b)$, the same argument with $u$ and $v$ exchanged, where the Wronskian is $-W\neq0$, would give a zero of $u$ between them. There is none.

**The converse.** Let $W=0$ and let $v(c)=0$ for some $c$ in $(a,b)$. Choose $d$ with $c<d<b$. On $[c,d]$ we have $u\neq0$ and $(v/u)'=W/u^2=0$, so $v(d)/u(d)=v(c)/u(c)=0$. Hence $v(d)=0$, and $c$ is not the only zero.

**Many zeros.** Let $x_0<x_1<\dots<x_n$ be zeros of $u$, and again $W\neq0$. Each interval $(x_i,x_{i+1})$ contains a zero $y_i$ of $v$, for $i=0,\dots,n-1$. If $i<j$, then $y_i<x_{i+1}\le x_j<y_j$, so the $y_i$ are in increasing order.

## The smallest case and a free particle

For $n=0$ there is one zero of $u$ and nothing is claimed about $v$. The free particle at zero energy shows that nothing could be: with $f=0$, $u=x$ and $v=1$, the Wronskian is $-1$, $u$ has one zero and $v$ has none. Both solve the equation, but neither is normalisable, and $u$ is even unbounded, so they are not physical states. This pair is the limit $k\to0$ of $\sin(kx)/k$ and $\cos(kx)$, whose zeros move off to infinity, apart from the one at the origin.

## Reading the Lean statements

`Solves f y` says that at each $x$ the function $y$ has a derivative, and that this derivative function has derivative $f(x)y(x)$. The condition holds at every point, which excludes some familiar models: at a step of a square well where $\psi\neq0$, $\psi''$ does not exist. Radial equations on a half-line and equations with a first-derivative term, for which Sturm's theorem is also often stated, are not of this form either.

In `sturm_separation`, `hW` is the nonzero Wronskian at one point `x₀`, `Ioo a b` is the open interval, `hne` says that $u$ has no zero there, and `∃!` means "exactly one". For arbitrary $f$, `hW` asks for more than linear independence: $x^4$ and $x^3|x|$ are independent solutions for $f=12/x^2$ (with any value at $0$), yet their Wronskian vanishes everywhere.

`existsUnique_zero_iff` adds the converse, for any chosen `x₀`. In `interlacing`, the zeros of $u$ need not be neighbours, and $v$ may have further zeros. The indices `i.castSucc` and `i.succ` stand for $i$ and $i+1$. `sturm_separation_witness` supplies a concrete case, $\sin kx$ and $\cos kx$ with $f=-k^2$, $W=-k$ and the interval $(0,\pi/k)$.

## The Lean file

```lean
import Mathlib

open Set

namespace SturmSeparation

/-- The function `y` is a twice differentiable solution of `y'' = f y` on the real line. -/
def Solves (f y : ℝ → ℝ) : Prop :=
  ∀ x, HasDerivAt y (deriv y x) x ∧ HasDerivAt (deriv y) (f x * y x) x

/-- The Wronskian `u v' - u' v` of two functions. -/
noncomputable def wronskian (u v : ℝ → ℝ) (x : ℝ) : ℝ :=
  u x * deriv v x - deriv u x * v x

variable {f u v : ℝ → ℝ}

/-- The Wronskian of two solutions of the same equation `y'' = f y` takes the same value
at any two points. -/
theorem wronskian_const (hu : Solves f u) (hv : Solves f v) (x y : ℝ) :
    wronskian u v x = wronskian u v y := by
  have h : ∀ t, HasDerivAt (wronskian u v) 0 t := by
    intro t
    have h1 := ((hu t).1.fun_mul (hv t).2).fun_sub ((hu t).2.fun_mul (hv t).1)
    -- the terms with `f` cancel, and so do the products of first derivatives
    exact h1.congr_deriv (by ring)
  exact is_const_of_deriv_eq_zero (fun t => (h t).differentiableAt) (fun t => (h t).deriv) x y

/-- Where `v` does not vanish, the ratio `u / v` of two solutions has derivative
`-W / v ^ 2`, with `W` their Wronskian. -/
theorem ratio_hasDerivAt (hu : Solves f u) (hv : Solves f v) {x : ℝ} (hx : v x ≠ 0) :
    HasDerivAt (fun t => u t / v t) (-(wronskian u v x) / v x ^ 2) x :=
  ((hu x).1.fun_div (hv x).1 hx).congr_deriv (by unfold wronskian; ring)

/-- If two solutions `u` and `v` of the same equation `y'' = f y` have a nonzero Wronskian at some
point, then between any two zeros of `u` there is a zero of `v`. -/
theorem exists_zero_between (hu : Solves f u) (hv : Solves f v) {x₀ : ℝ}
    (hW : wronskian u v x₀ ≠ 0) {a b : ℝ} (hab : a < b) (ha : u a = 0) (hb : u b = 0) :
    ∃ c ∈ Ioo a b, v c = 0 := by
  by_contra! h
  have hWx : ∀ x, wronskian u v x ≠ 0 := fun x => by
    rw [wronskian_const hu hv x x₀]; exact hW
  -- the two solutions have no common zero
  have hcommon : ∀ x, u x = 0 → v x ≠ 0 := fun x hx hvx =>
    hWx x (by simp [wronskian, hx, hvx])
  have hne : ∀ x ∈ Icc a b, v x ≠ 0 := by
    intro x hx
    rcases eq_or_lt_of_le hx.1 with h1 | h1
    · exact hcommon x (by rw [← h1]; exact ha)
    rcases eq_or_lt_of_le hx.2 with h2 | h2
    · exact hcommon x (by rw [h2]; exact hb)
    exact h x ⟨h1, h2⟩
  -- Rolle's theorem for the ratio `u / v`
  obtain ⟨c, hc, h0⟩ : ∃ c ∈ Ioo a b, -(wronskian u v c) / v c ^ 2 = 0 :=
    exists_hasDerivAt_eq_zero (f := fun t => u t / v t) hab
      (fun x hx => (ratio_hasDerivAt hu hv (hne x hx)).continuousAt.continuousWithinAt)
      (by simp [ha, hb])
      (fun x hx => ratio_hasDerivAt hu hv (h x hx))
  exact div_ne_zero (neg_ne_zero.mpr (hWx c)) (pow_ne_zero 2 (h c hc)) h0

/-- **Sturm separation theorem.** Let `u` and `v` solve `y'' = f y` with a Wronskian that is
nonzero at some point. If `a < b` are zeros of `u` with no zero of `u` between them, then `v`
has exactly one zero in `(a, b)`. -/
theorem sturm_separation (hu : Solves f u) (hv : Solves f v) {x₀ : ℝ}
    (hW : wronskian u v x₀ ≠ 0) {a b : ℝ} (hab : a < b) (ha : u a = 0) (hb : u b = 0)
    (hne : ∀ x ∈ Ioo a b, u x ≠ 0) :
    ∃! c, c ∈ Ioo a b ∧ v c = 0 := by
  have hW' : wronskian v u x₀ ≠ 0 := fun h => hW (by
    unfold wronskian at h ⊢
    linear_combination -h)
  -- two zeros of `v` would enclose a zero of `u`
  have key : ∀ c d, c ∈ Ioo a b → d ∈ Ioo a b → v c = 0 → v d = 0 → ¬ c < d := by
    intro c d hc hd hvc hvd hcd
    obtain ⟨e, he, hue⟩ := exists_zero_between hv hu hW' hcd hvc hvd
    exact hne e ⟨hc.1.trans he.1, he.2.trans hd.2⟩ hue
  obtain ⟨c, hc, hvc⟩ := exists_zero_between hu hv hW hab ha hb
  refine ⟨c, ⟨hc, hvc⟩, ?_⟩
  rintro d ⟨hd, hvd⟩
  exact le_antisymm (not_lt.mp (key c d hc hd hvc hvd)) (not_lt.mp (key d c hd hc hvd hvc))

/-- Let `u` and `v` solve `y'' = f y`, and let `a < b` be zeros of `u` with no zero of `u`
between them. Then `v` has exactly one zero in `(a, b)` if and only if the Wronskian is
nonzero at a given point `x₀`. -/
theorem existsUnique_zero_iff (hu : Solves f u) (hv : Solves f v) (x₀ : ℝ)
    {a b : ℝ} (hab : a < b) (ha : u a = 0) (hb : u b = 0)
    (hne : ∀ x ∈ Ioo a b, u x ≠ 0) :
    (∃! c, c ∈ Ioo a b ∧ v c = 0) ↔ wronskian u v x₀ ≠ 0 := by
  refine ⟨?_, fun hW => sturm_separation hu hv hW hab ha hb hne⟩
  rintro ⟨c, ⟨hc, hvc⟩, huniq⟩ hW
  have hW0 : ∀ x, wronskian v u x = 0 := by
    intro x
    have h := (wronskian_const hu hv x x₀).trans hW
    unfold wronskian at h ⊢
    linear_combination -h
  -- compare `c` with a second point `d` of the interval
  obtain ⟨d, hcd, hdb⟩ := exists_between hc.2
  have hsub : ∀ x ∈ Icc c d, u x ≠ 0 := fun x hx =>
    hne x ⟨hc.1.trans_le hx.1, hx.2.trans_lt hdb⟩
  -- the mean value theorem shows that `v / u` is the same at `c` and `d`
  obtain ⟨e, -, h⟩ : ∃ e ∈ Ioo c d,
      -(wronskian v u e) / u e ^ 2 = (v d / u d - v c / u c) / (d - c) :=
    exists_hasDerivAt_eq_slope (fun t => v t / u t)
      (fun t => -(wronskian v u t) / u t ^ 2) hcd
      (fun x hx => (ratio_hasDerivAt hv hu (hsub x hx)).continuousAt.continuousWithinAt)
      (fun x hx => ratio_hasDerivAt hv hu (hsub x (Ioo_subset_Icc_self hx)))
  rw [hW0 e, hvc, neg_zero, zero_div, zero_div, sub_zero] at h
  have h1 : v d / u d = 0 :=
    (div_eq_zero_iff.mp h.symm).resolve_right (sub_ne_zero.mpr hcd.ne')
  have h2 : v d = 0 :=
    (div_eq_zero_iff.mp h1).resolve_right (hsub d ⟨hcd.le, le_rfl⟩)
  exact hcd.ne' (huniq d ⟨⟨hc.1.trans hcd, hdb⟩, h2⟩)

/-- If two solutions `u` and `v` of the same equation `y'' = f y` have a nonzero Wronskian at some
point, then any `n + 1` zeros of `u` in increasing order are interlaced by `n` zeros of `v` in
increasing order. -/
theorem interlacing (hu : Solves f u) (hv : Solves f v) {x₀ : ℝ}
    (hW : wronskian u v x₀ ≠ 0) {n : ℕ} (x : Fin (n + 1) → ℝ) (hx : StrictMono x)
    (hux : ∀ i, u (x i) = 0) :
    ∃ y : Fin n → ℝ, StrictMono y ∧
      ∀ i, y i ∈ Ioo (x i.castSucc) (x i.succ) ∧ v (y i) = 0 := by
  have h : ∀ i : Fin n, ∃ c, c ∈ Ioo (x i.castSucc) (x i.succ) ∧ v c = 0 := fun i =>
    exists_zero_between hu hv hW (hx Fin.castSucc_lt_succ) (hux _) (hux _)
  choose y hy using h
  refine ⟨y, fun i j hij => ?_, hy⟩
  have hle : i.succ ≤ j.castSucc := by
    rw [Fin.le_def, Fin.val_succ, Fin.val_castSucc]
    exact hij
  exact ((hy i).1.2.trans_le (hx.monotone hle)).trans (hy j).1.1

/-- For `k > 0` the waves `sin (k x)` and `cos (k x)` solve `y'' = -k ^ 2 y` with Wronskian
`-k`, and `0` and `π / k` are zeros of the sine wave with no zero between them. -/
theorem sturm_separation_witness {k : ℝ} (hk : 0 < k) :
    Solves (fun _ => -k ^ 2) (fun x => Real.sin (k * x)) ∧
    Solves (fun _ => -k ^ 2) (fun x => Real.cos (k * x)) ∧
    (∀ x, wronskian (fun x => Real.sin (k * x)) (fun x => Real.cos (k * x)) x = -k) ∧
    Real.sin (k * 0) = 0 ∧ Real.sin (k * (Real.pi / k)) = 0 ∧
    ∀ x ∈ Ioo 0 (Real.pi / k), Real.sin (k * x) ≠ 0 := by
  have hk0 : k ≠ 0 := hk.ne'
  have hl : ∀ x, HasDerivAt (fun t => k * t) k x := fun x =>
    ((hasDerivAt_id' x).const_mul k).congr_deriv (mul_one k)
  have hs : ∀ x, HasDerivAt (fun t => Real.sin (k * t)) (Real.cos (k * x) * k) x :=
    fun x => (hl x).sin
  have hc : ∀ x, HasDerivAt (fun t => Real.cos (k * t)) (-Real.sin (k * x) * k) x :=
    fun x => (hl x).cos
  have ds : deriv (fun t => Real.sin (k * t)) = fun x => Real.cos (k * x) * k :=
    funext fun x => (hs x).deriv
  have dc : deriv (fun t => Real.cos (k * t)) = fun x => -Real.sin (k * x) * k :=
    funext fun x => (hc x).deriv
  refine ⟨fun x => ⟨(hs x).differentiableAt.hasDerivAt, ?_⟩,
    fun x => ⟨(hc x).differentiableAt.hasDerivAt, ?_⟩, fun x => ?_, by simp, ?_, ?_⟩
  · rw [ds]
    exact ((hc x).mul_const k).congr_deriv (by ring)
  · rw [dc]
    exact ((hs x).fun_neg.mul_const k).congr_deriv (by ring)
  · simp only [wronskian, ds, dc]
    linear_combination -k * Real.sin_sq_add_cos_sq (k * x)
  · rw [show k * (Real.pi / k) = Real.pi by field_simp]
    exact Real.sin_pi
  · intro x hx
    have h := (lt_div_iff₀ hk).mp hx.2
    exact (Real.sin_pos_of_pos_of_lt_pi (mul_pos hk hx.1) (by linarith)).ne'

end SturmSeparation
```

```lean
#print axioms SturmSeparation.sturm_separation
-- 'SturmSeparation.sturm_separation' depends on axioms: [propext, Classical.choice, Quot.sound]
#print axioms SturmSeparation.existsUnique_zero_iff
-- 'SturmSeparation.existsUnique_zero_iff' depends on axioms: [propext, Classical.choice, Quot.sound]
#print axioms SturmSeparation.interlacing
-- 'SturmSeparation.interlacing' depends on axioms: [propext, Classical.choice, Quot.sound]
```

## How the lemmas carry the argument

`wronskian_const` builds $W'$ from the product rule, and `ring` performs the cancellation. A function with zero derivative everywhere is constant, which is `is_const_of_deriv_eq_zero`. `ratio_hasDerivAt` is the quotient rule.

`exists_zero_between` holds the main argument. `by_contra!` assumes that $v$ has no zero in the open interval. `hcommon` shows that $u$ and $v$ never vanish together, which extends $v\neq0$ to the endpoints, and `exists_hasDerivAt_eq_zero` is Rolle's theorem. This lemma doesn't ask the zeros of $u$ to be neighbours, so it can be applied again with the roles exchanged.

That is what `key` does in `sturm_separation`: it rules out $c<d$ for two zeros of $v$. Used in both orders, it leaves only $c=d$.

For the converse, `existsUnique_zero_iff` picks $d$ by `exists_between` and applies the mean value theorem, `exists_hasDerivAt_eq_slope`, to $v/u$ on $[c,d]$. The slope is zero, so $v(d)=0$, against uniqueness.

In `interlacing`, `choose` collects one zero per interval into a function `y`, and the final line is the chain $y_i<x_{i+1}\le x_j<y_j$. The witness computes the derivatives of the two waves and gets $W=-k$ from $\sin^2+\cos^2=1$.
